# For a nonzero spinor of definite $l$, $\sigma\cdot L\,v=0$ exactly when $l=0$

A scalar-relativistic calculation on an atom drops the spin–orbit term from the one-electron Hamiltonian and keeps the spin-free part. In a central potential $V(r)$, and to leading order in $1/c^2$, the dropped term is a radial factor, proportional to $V'(r)/r$, times $\sigma\cdot L$. A $p$ level then loses its splitting into $p_{1/2}$ and $p_{3/2}$, while an $s$ level has no splitting to lose. For which states of definite orbital angular momentum does dropping the term change nothing at all?

## The quadratic identity for the spin–orbit operator

Let $L_0,L_1,L_2$ be Hermitian matrices with $[L_0,L_1]=iL_2$ and the cyclic relations, in units where $\hbar=1$. Let $\sigma_0,\sigma_1,\sigma_2$ be the Pauli matrices for $x,y,z$. On two-component spinors, define

$$A=\sigma\cdot L=\sum_k\sigma_k\otimes L_k,\qquad L^2=1\otimes\sum_k L_k^2 .$$

Then

$$A^2=L^2-A .$$

If $v\neq0$ and $L^2v=l(l+1)v$ with $l$ a natural number, it follows that

$$(A-l)(A+l+1)v=0,\qquad Av=0\iff l=0 .$$

For a Hamiltonian $h_0+\xi\,\sigma\cdot L$, with $h_0$ spin-free and $\xi$ an invertible spatial operator, omitting the second term therefore leaves the action on $v$ unchanged exactly when $l=0$. In this finite-matrix, one-electron model, the spin-free equation is exact only for $s$ states among the states of definite $l$.

## Spin–orbit blocks in two-component codes

Relativistic pseudopotentials use the $l=0$ case when their spin–orbit channels start at $l=1$. For a single shell, the quadratic identity also gives a test of the assembled matrix $A$ of $\sigma\cdot L$, taken without the radial coupling factor: the residual $A^2+A-L^2$ should vanish to rounding error. If the sign of all three $L_k$ is wrong, the residual is $2A$ instead, which is nonzero for every $l\ge1$. A code that stores $S\cdot L=A/2$ must restore the factor of two before making the test.

The identity is guaranteed when the matrices refer to an orthonormal basis whose span is closed under the $L_k$, such as a complete shell on one centre. Raw matrix elements in a non-orthogonal basis do not in general satisfy the commutation relations.

An expectation value is a weaker test than the action on a vector. For a $p_z$ orbital with spin up, $\langle v,Av\rangle=0$, yet $Av\neq0$: the operator sends this state to spin-down $p_x$ and $p_y$ components.

## From the Pauli products to the condition on $l$

**The square.** Multiplying out gives

$$A^2=\sum_{j,k}\sigma_j\sigma_k\otimes L_jL_k .$$

Since $\sigma_k^2=1$, the diagonal terms add up to $L^2$. For the pair $0,1$, the products $\sigma_0\sigma_1=i\sigma_2$ and $\sigma_1\sigma_0=-i\sigma_2$ give

$$i\sigma_2\otimes(L_0L_1-L_1L_0)=i\sigma_2\otimes iL_2=-\sigma_2\otimes L_2 .$$

The other two pairs give $-\sigma_0\otimes L_0$ and $-\sigma_1\otimes L_1$ in the same way. The off-diagonal terms therefore sum to $-A$, and $A^2=L^2-A$.

**The factorised equation.** Expanding the product and inserting the square,

$$(A-l)(A+l+1)=A^2+A-l(l+1)=L^2-l(l+1),$$

which gives zero when applied to $v$.

**Possible eigenvalues.** Suppose $Av=cv$. Applying $A^2=L^2-A$ to $v$ gives $c^2v=l(l+1)v-cv$, or

$$(c-l)(c+l+1)v=0 .$$

Because $v\neq0$, either $c=l$ or $c=-(l+1)$. For $l\ge1$ these are the familiar values for $j=l+\tfrac12$ and $j=l-\tfrac12$.

**If $Av=0$, then $l=0$.** Take $c=0$. Either $l=0$ or $l+1=0$, and the second is impossible for a natural number.

**If $l=0$, then $Av=0$.** Now $L^2v=0$. Put $M_k=1\otimes L_k$, which is Hermitian. Then

$$0=\langle v,L^2v\rangle=\sum_k\langle v,M_k^2v\rangle=\sum_k\|M_kv\|^2 .$$

Each term is nonnegative, so $M_kv=0$ for every $k$. Since $\sigma_k\otimes L_k=(\sigma_k\otimes1)M_k$, it follows that $Av=0$. This also excludes the value $c=-1$ that the quadratic alone would allow at $l=0$.

**Dropping the spin–orbit term.** The full and spin-free Hamiltonians differ on $v$ by $(1\otimes\xi)Av$. If this vanishes, multiplication by $1\otimes\xi^{-1}$ gives $Av=0$, and the converse is immediate. The condition is thus again $l=0$.

## The Lean file

```lean
import Mathlib

open Matrix
open Complex (I)
open scoped Kronecker ComplexOrder

namespace SpinSeparation

noncomputable section

variable {n : Type*} [Fintype n] [DecidableEq n]

/-- The three Pauli matrices. -/
def pauli : Fin 3 → Matrix (Fin 2) (Fin 2) ℂ :=
  ![!![0, 1; 1, 0], !![0, -I; I, 0], !![1, 0; 0, -1]]

/-- Three Hermitian matrices obeying the angular momentum commutation relations. -/
structure IsAngularMomentum (L : Fin 3 → Matrix n n ℂ) : Prop where
  herm : ∀ k, (L k).IsHermitian
  comm01 : L 0 * L 1 - L 1 * L 0 = I • L 2
  comm12 : L 1 * L 2 - L 2 * L 1 = I • L 0
  comm20 : L 2 * L 0 - L 0 * L 2 = I • L 1

/-- The spin-orbit operator `σ·L` on two-component spinors. -/
def sigmaL (L : Fin 3 → Matrix n n ℂ) : Matrix (Fin 2 × n) (Fin 2 × n) ℂ :=
  pauli 0 ⊗ₖ L 0 + pauli 1 ⊗ₖ L 1 + pauli 2 ⊗ₖ L 2

/-- The squared orbital angular momentum `L²`, acting as the identity on spin. -/
def orbitalSq (L : Fin 3 → Matrix n n ℂ) : Matrix (Fin 2 × n) (Fin 2 × n) ℂ :=
  (1 : Matrix (Fin 2) (Fin 2) ℂ) ⊗ₖ (L 0 * L 0 + L 1 * L 1 + L 2 * L 2)

/-- The multiplication table of the Pauli matrices. -/
theorem pauli_mul :
    (pauli 0 * pauli 0 = 1 ∧ pauli 1 * pauli 1 = 1 ∧ pauli 2 * pauli 2 = 1) ∧
    (pauli 0 * pauli 1 = I • pauli 2 ∧ pauli 1 * pauli 2 = I • pauli 0 ∧
      pauli 2 * pauli 0 = I • pauli 1) ∧
    (pauli 1 * pauli 0 = -(I • pauli 2) ∧ pauli 2 * pauli 1 = -(I • pauli 0) ∧
      pauli 0 * pauli 2 = -(I • pauli 1)) := by
  refine ⟨⟨?_, ?_, ?_⟩, ⟨?_, ?_, ?_⟩, ⟨?_, ?_, ?_⟩⟩ <;>
    (ext a b; fin_cases a <;> fin_cases b <;>
      simp [pauli, Matrix.mul_apply, Fin.sum_univ_succ])

/-- The square of the spin-orbit operator: `(σ·L)² = L² - σ·L`. -/
theorem sigmaL_sq {L : Fin 3 → Matrix n n ℂ} (h : IsAngularMomentum L) :
    sigmaL L * sigmaL L = orbitalSq L - sigmaL L := by
  obtain ⟨⟨p00, p11, p22⟩, ⟨p01, p12, p20⟩, ⟨p10, p21, p02⟩⟩ := pauli_mul
  simp only [sigmaL, orbitalSq, add_mul, mul_add, ← Matrix.mul_kronecker_mul,
    p00, p11, p22, p01, p12, p20, p10, p21, p02]
  ext ⟨a, i⟩ ⟨b, j⟩
  -- the commutators, entry by entry
  have e2 := congrFun (congrFun h.comm01 i) j
  have e0 := congrFun (congrFun h.comm12 i) j
  have e1 := congrFun (congrFun h.comm20 i) j
  simp only [Matrix.sub_apply, Matrix.smul_apply, smul_eq_mul] at e0 e1 e2
  simp only [Matrix.add_apply, Matrix.sub_apply, Matrix.neg_apply, Matrix.smul_apply,
    Matrix.kroneckerMap_apply, smul_eq_mul]
  linear_combination I * pauli 0 a b * e0 + I * pauli 1 a b * e1 + I * pauli 2 a b * e2
    + (pauli 0 a b * L 0 i j + pauli 1 a b * L 1 i j + pauli 2 a b * L 2 i j) * Complex.I_sq

/-- If `L² v = l(l+1) v`, then `(σ·L - l)(σ·L + l + 1) v = 0`. -/
theorem sigmaL_factor {L : Fin 3 → Matrix n n ℂ} (h : IsAngularMomentum L) (l : ℕ)
    {v : Fin 2 × n → ℂ} (hv : orbitalSq L *ᵥ v = ((l : ℂ) * (l + 1)) • v) :
    ((sigmaL L - (l : ℂ) • 1) * (sigmaL L + ((l : ℂ) + 1) • 1)) *ᵥ v = 0 := by
  have e : (sigmaL L - (l : ℂ) • 1) * (sigmaL L + ((l : ℂ) + 1) • 1)
      = orbitalSq L - ((l : ℂ) * (l + 1)) • 1 := by
    simp only [sub_mul, mul_add, smul_mul_assoc, mul_smul_comm, one_mul, mul_one, sigmaL_sq h]
    module
  rw [e, Matrix.sub_mulVec, Matrix.smul_mulVec, Matrix.one_mulVec, hv, sub_self]

/-- If a nonzero `v` with `L² v = l(l+1) v` is an eigenvector of `σ·L`, the eigenvalue is
`l` or `-(l+1)`. -/
theorem sigmaL_eigenvalue {L : Fin 3 → Matrix n n ℂ} (h : IsAngularMomentum L) (l : ℕ)
    {v : Fin 2 × n → ℂ} (hv0 : v ≠ 0) (hv : orbitalSq L *ᵥ v = ((l : ℂ) * (l + 1)) • v)
    {c : ℂ} (hc : sigmaL L *ᵥ v = c • v) : c = l ∨ c = -((l : ℂ) + 1) := by
  have e := congrArg (fun M => M *ᵥ v) (sigmaL_sq h)
  simp only [← Matrix.mulVec_mulVec, Matrix.sub_mulVec, hc, hv, Matrix.mulVec_smul] at e
  have e' : ((c - l) * (c + (l + 1))) • v = 0 := by
    linear_combination (norm := module) e
  rcases mul_eq_zero.mp ((smul_eq_zero.mp e').resolve_right hv0) with h1 | h1
  · exact Or.inl (sub_eq_zero.mp h1)
  · exact Or.inr (eq_neg_of_add_eq_zero_left h1)

/-- A spinor annihilated by `L²` is annihilated by `σ·L`. -/
theorem sigmaL_eq_zero_of_orbitalSq {L : Fin 3 → Matrix n n ℂ} (h : IsAngularMomentum L)
    {v : Fin 2 × n → ℂ} (hv : orbitalSq L *ᵥ v = 0) : sigmaL L *ᵥ v = 0 := by
  let M : Fin 3 → Matrix (Fin 2 × n) (Fin 2 × n) ℂ := fun k => 1 ⊗ₖ L k
  have hM : ∀ k, (M k)ᴴ = M k := fun k => by
    simp only [M, Matrix.conjTranspose_kronecker, Matrix.conjTranspose_one, (h.herm k).eq]
  -- the expectation value of each squared component is a squared norm
  have hn : ∀ k, star v ⬝ᵥ ((M k * M k) *ᵥ v) = star (M k *ᵥ v) ⬝ᵥ (M k *ᵥ v) := fun k => by
    rw [Matrix.star_mulVec, hM k, ← Matrix.mulVec_mulVec,
      Matrix.dotProduct_mulVec (star v) (M k) (M k *ᵥ v)]
  have hsum : orbitalSq L = M 0 * M 0 + M 1 * M 1 + M 2 * M 2 := by
    simp only [M, orbitalSq, ← Matrix.mul_kronecker_mul, one_mul, Matrix.kronecker_add]
  have hz := congrArg (fun w => star v ⬝ᵥ w) hv
  simp only [hsum, Matrix.add_mulVec, dotProduct_add, hn, dotProduct_zero] at hz
  have pos : ∀ k, 0 ≤ star (M k *ᵥ v) ⬝ᵥ (M k *ᵥ v) := fun k => dotProduct_star_self_nonneg _
  -- a vanishing sum of squared norms has vanishing terms
  obtain ⟨h01, h2⟩ := (add_eq_zero_iff_of_nonneg (add_nonneg (pos 0) (pos 1)) (pos 2)).mp hz
  obtain ⟨h0, h1⟩ := (add_eq_zero_iff_of_nonneg (pos 0) (pos 1)).mp h01
  have hs : ∀ k, pauli k ⊗ₖ L k = (pauli k ⊗ₖ (1 : Matrix n n ℂ)) * M k := fun k => by
    simp only [M, ← Matrix.mul_kronecker_mul, one_mul, mul_one]
  rw [sigmaL, hs 0, hs 1, hs 2, Matrix.add_mulVec, Matrix.add_mulVec,
    ← Matrix.mulVec_mulVec, ← Matrix.mulVec_mulVec, ← Matrix.mulVec_mulVec,
    dotProduct_star_self_eq_zero.mp h0, dotProduct_star_self_eq_zero.mp h1,
    dotProduct_star_self_eq_zero.mp h2]
  simp only [Matrix.mulVec_zero, add_zero]

/-- For a nonzero spinor with `L² v = l(l+1) v`, the spin-orbit operator satisfies
`(σ·L - l)(σ·L + l + 1) v = 0`, and `σ·L v = 0` exactly when `l = 0`. -/
theorem spin_separation {L : Fin 3 → Matrix n n ℂ} (h : IsAngularMomentum L) (l : ℕ)
    {v : Fin 2 × n → ℂ} (hv0 : v ≠ 0) (hv : orbitalSq L *ᵥ v = ((l : ℂ) * (l + 1)) • v) :
    ((sigmaL L - (l : ℂ) • 1) * (sigmaL L + ((l : ℂ) + 1) • 1)) *ᵥ v = 0 ∧
      (sigmaL L *ᵥ v = 0 ↔ l = 0) := by
  refine ⟨sigmaL_factor h l hv, fun hz => ?_, fun hl => ?_⟩
  · rcases sigmaL_eigenvalue h l hv0 hv (c := 0) (by rw [hz, zero_smul]) with h1 | h1
    · exact_mod_cast h1.symm
    · -- the value `-(l+1)` is never zero
      exact absurd (neg_eq_zero.mp h1.symm) (Nat.cast_add_one_ne_zero l)
  · subst hl
    exact sigmaL_eq_zero_of_orbitalSq h (by rw [hv, Nat.cast_zero, zero_mul, zero_smul])

/-- Let `v` be a nonzero spinor with `L² v = l(l+1) v`, `h₀` a spin-free Hamiltonian and `ξ` an
invertible spatial operator. Dropping the term `ξ σ·L` leaves the action of `h₀ + ξ σ·L` on `v`
unchanged exactly when `l = 0`. -/
theorem spinFree_exact_iff {L : Fin 3 → Matrix n n ℂ} (h : IsAngularMomentum L) (l : ℕ)
    {v : Fin 2 × n → ℂ} (hv0 : v ≠ 0) (hv : orbitalSq L *ᵥ v = ((l : ℂ) * (l + 1)) • v)
    (h₀ ξ : Matrix n n ℂ) (hξ : IsUnit ξ) :
    ((1 : Matrix (Fin 2) (Fin 2) ℂ) ⊗ₖ h₀ + (1 : Matrix (Fin 2) (Fin 2) ℂ) ⊗ₖ ξ * sigmaL L) *ᵥ v
      = ((1 : Matrix (Fin 2) (Fin 2) ℂ) ⊗ₖ h₀) *ᵥ v ↔ l = 0 := by
  rw [← (spin_separation h l hv0 hv).2, Matrix.add_mulVec, add_eq_left,
    ← Matrix.mulVec_mulVec]
  obtain ⟨u, rfl⟩ := hξ
  have hu : ((1 : Matrix (Fin 2) (Fin 2) ℂ) ⊗ₖ (↑u⁻¹ : Matrix n n ℂ)) *
      ((1 : Matrix (Fin 2) (Fin 2) ℂ) ⊗ₖ (↑u : Matrix n n ℂ)) = 1 := by
    rw [← Matrix.mul_kronecker_mul, u.inv_mul, one_mul, Matrix.one_kronecker_one]
  constructor
  · intro hz
    rw [← Matrix.one_mulVec (sigmaL L *ᵥ v), ← hu, ← Matrix.mulVec_mulVec, hz,
      Matrix.mulVec_zero]
  · intro hz
    rw [hz, Matrix.mulVec_zero]

/-- The orbital angular momentum matrices in the basis of Cartesian p orbitals. -/
def pOrbitalL : Fin 3 → Matrix (Fin 3) (Fin 3) ℂ :=
  ![!![0, 0, 0; 0, 0, -I; 0, I, 0], !![0, 0, I; 0, 0, 0; -I, 0, 0],
    !![0, -I, 0; I, 0, 0; 0, 0, 0]]

/-- The p-orbital matrices are an angular momentum, and every spinor over them satisfies
`L² v = l(l+1) v` with `l = 1`. -/
theorem pOrbitalL_witness : IsAngularMomentum pOrbitalL ∧
    ∀ v, orbitalSq pOrbitalL *ᵥ v = (((1 : ℕ) : ℂ) * ((1 : ℕ) + 1)) • v := by
  refine ⟨⟨fun k => ?_, ?_, ?_, ?_⟩, fun v => ?_⟩
  · apply Matrix.IsHermitian.ext
    intro i j
    fin_cases k <;> fin_cases i <;> fin_cases j <;> simp [pOrbitalL]
  iterate 3
    · ext i j
      fin_cases i <;> fin_cases j <;>
        simp [pOrbitalL]
  · have e : pOrbitalL 0 * pOrbitalL 0 + pOrbitalL 1 * pOrbitalL 1 + pOrbitalL 2 * pOrbitalL 2
        = (((1 : ℕ) : ℂ) * ((1 : ℕ) + 1)) • (1 : Matrix (Fin 3) (Fin 3) ℂ) := by
      ext i j
      fin_cases i <;> fin_cases j <;>
        simp [pOrbitalL]
    rw [orbitalSq, e, Matrix.kronecker_smul, Matrix.one_kronecker_one, Matrix.smul_mulVec,
      Matrix.one_mulVec]

end

end SpinSeparation
```

```lean
#print axioms SpinSeparation.spinFree_exact_iff
```

```
'SpinSeparation.spinFree_exact_iff' depends on axioms: [propext, Classical.choice, Quot.sound]
```

## Finite matrices, definite $l$ and an invertible coupling

The type `n` labels a finite spatial basis, and a spinor is a function `Fin 2 × n → ℂ`, with the spin index first. The structure `IsAngularMomentum` collects Hermiticity and the three commutators. It does not require the triple to be irreducible, so several shells may be present in the same space. `sigmaL` and `orbitalSq` are $A$ and $L^2$, with `⊗ₖ` the Kronecker product and `*ᵥ` the action of a matrix on a vector.

In words, `spin_separation` says this: given such a triple, a natural number `l` and a nonzero spinor `v` with $L^2v=l(l+1)v$, the factorised equation holds, and $\sigma\cdot L\,v=0$ if and only if `l = 0`. The vector need not be normalised, and it need not be an eigenvector of $\sigma\cdot L$.

`spinFree_exact_iff` adds the matrices `h₀` and `ξ`, which act on the spatial index only. Neither has to be Hermitian or to commute with the $L_k$. The hypothesis `IsUnit ξ` says that `ξ` is invertible. Physically, it stands for a spin–orbit coupling strength that sends no nonzero vector in the span of the spatial basis to zero. This is assumed; it is not derived from a potential. With a singular `ξ`, the term could vanish on a state with $l\ge1$ as well.

The theorem compares the action of two operators on one vector. It does not bound an energy error, and it does not address many-electron states. A molecular spinor that mixes several values of $l$ fails the hypothesis on $L^2$. The reduction of the Dirac equation to the form $h_0+\xi\,\sigma\cdot L$ is taken as given, and the unbounded operators of the continuum problem are replaced by finite matrices.

`pOrbitalL_witness` supplies a concrete instance: the Cartesian $p$-orbital matrices $(L_k)_{ij}=-i\varepsilon_{kij}$, with $\varepsilon$ the antisymmetric symbol and indices running from 0 to 2, satisfy the structure, and every spinor over them has $l=1$.

## How the Lean proof follows the algebra

`pauli_mul` proves the nine Pauli products by comparing matrix entries. `sigmaL_sq` expands the square and uses `Matrix.mul_kronecker_mul` to combine spin factors with spin factors and spatial factors with spatial factors. It then passes to entries, where `linear_combination` adds the three commutators with coefficients $i\sigma_k$ and uses $i^2=-1$. This is the pair-by-pair use of the commutators in the derivation.

`sigmaL_factor` first proves the operator identity $(A-l)(A+l+1)=L^2-l(l+1)$ and then applies it to `v`. `sigmaL_eigenvalue` applies the squared identity to an eigenvector, collects the result as a scalar times `v`, and uses `hv0` to conclude that the scalar is zero.

`sigmaL_eq_zero_of_orbitalSq` contains the argument from Hermiticity. Its step `hn` turns each expectation value into a squared norm. Two uses of `add_eq_zero_iff_of_nonneg` split the vanishing sum into three vanishing terms, and `dotProduct_star_self_eq_zero` turns each of these into a vanishing vector.

`spin_separation` assembles these parts, using the eigenvalue lemma with `c := 0` for one direction and the Hermiticity lemma for the other. `spinFree_exact_iff` cancels the common `h₀` term and removes `ξ` by multiplying with its inverse.

## A version without the quantum number

The result could have been modelled without $l$, as the equivalence $Av=0\iff L^2v=0$ for an arbitrary spinor $v$. The forward direction follows at once from $L^2=A^2+A$, and the reverse is `sigmaL_eq_zero_of_orbitalSq`. This equivalence is not stated as a theorem in the file. It would need neither $v\neq0$ nor a definite $l$, so it would also apply to spinors that mix shells. In exchange, the two values $l$ and $-(l+1)$, against which a code can compare its computed eigenvalues of $\sigma\cdot L$, would no longer appear in the statement.
